# Backflow kinetic energy: $\Delta(D\circ x)$ from the gradient and Hessian of $D$, $JJ^{\mathsf T}$ and the Laplacians of $x$

## Moving one electron moves many quasi-coordinates

In a backflow wave function, the Slater determinant is evaluated at quasi-coordinates $x(r)$ that depend on the whole configuration $r$, and not at the electron positions themselves. Displacing one electron can therefore change every argument of the determinant, and the kinetic energy picks up mixed second derivatives that a plain determinant doesn't need.

For a real function $D$ of $N$ quasi-coordinates, which are functions of $M$ particle coordinates, I believe that

$$
\nabla(D\circ x)=J^{\mathsf T}\nabla D,\qquad
\Delta(D\circ x)=\sum_{i,j}(\partial_j\partial_i D)\,(JJ^{\mathsf T})_{ij}+\sum_i(\partial_i D)\,\Delta x_i ,
$$

where $J_{ik}=\partial_k x_i$ and derivatives of $D$ are taken at $x(r)$. I would like to see this derived rigorously, with clear smoothness assumptions, and checked by machine. Can it be carried through to the local kinetic energy with a Jastrow factor? And when does the transformation leave the Laplacian alone?

## Differentiating twice through the quasi-coordinates

Both formulas hold if $D$ is twice continuously differentiable at $x(r)$ and $x$ is so at $r$. Let $i,j$ label quasi-coordinates and $k$ particle coordinates. At every configuration $s$ near $r$, the chain rule gives

$$
\partial_k(D\circ x)(s)=\sum_i(\partial_iD)(x(s))\,\partial_kx_i(s).
$$

At $s=r$ this is component $k$ of $J^{\mathsf T}\nabla D$. Because the identity holds in a neighbourhood of $r$, it can be differentiated again. The product rule, and the chain rule applied to $\partial_iD$, give

$$
\partial_k^2(D\circ x)=\sum_i\Big[(\partial_iD)\,\partial_k^2x_i
+\partial_kx_i\sum_j(\partial_j\partial_iD)\,\partial_kx_j\Big].
$$

Now sum over $k$. The first term becomes $\sum_i(\partial_iD)\Delta x_i$. In the second, $\sum_k\partial_kx_i\,\partial_kx_j=(JJ^{\mathsf T})_{ij}$, which gives the Laplacian formula.

**With a Jastrow factor.** Let $\Psi=e^U\Phi$ with $\Phi=D\circ x$ and $U$ twice continuously differentiable at $r$. Differentiating $\partial_k e^U=e^U\partial_kU$ once more and summing over $k$ gives

$$
\Delta e^U=e^U\big(\Delta U+|\nabla U|^2\big).
$$

Applying the product rule twice to a product $fg$ gives

$$
\Delta(fg)=f\Delta g+2\nabla f\cdot\nabla g+g\Delta f .
$$

Set $f=e^U$ and $g=\Phi$, then divide by $\Psi$ where $\Phi\neq0$:

$$
-\frac{\Delta\Psi}{2\Psi}=-\frac12\left[\Delta U+|\nabla U|^2+\frac{2\nabla U\cdot\nabla\Phi+\Delta\Phi}{\Phi}\right].
$$

Inserting the backflow expressions for $\nabla\Phi$ and $\Delta\Phi$ completes the formula.

**When the Laplacian is unchanged.** Fix $r$ and suppose that $\Delta(D\circ x)(r)=(\Delta D)(x(r))$ for every twice continuously differentiable $D$. The choice $D(q)=q_i$ has zero Laplacian, so $\Delta x_i=0$. For $D(q)=q_iq_j$, the right-hand side is $2\delta_{ij}$. The left-hand side is

$$
x_i\Delta x_j+2\nabla x_i\cdot\nabla x_j+x_j\Delta x_i=2(JJ^{\mathsf T})_{ij},
$$

because the Laplacians vanish. Hence $JJ^{\mathsf T}=1$. Conversely, if $JJ^{\mathsf T}=1$ and all $\Delta x_i=0$, the general formula reduces to $\sum_i\partial_i^2D=\Delta D$.

Here is the Lean file for these results.

```lean
import Mathlib

open Matrix Filter Topology

namespace BackflowKineticEnergy

noncomputable section

variable {ι κ : Type*} [Fintype ι] [DecidableEq ι] [Fintype κ] [DecidableEq κ]

/-- The partial derivative of `f` along the coordinate `k`. -/
def partialD (k : κ) (f : (κ → ℝ) → ℝ) (r : κ → ℝ) : ℝ :=
  fderiv ℝ f r (Pi.single k 1)

/-- The gradient, as the vector of partial derivatives. -/
def grad (f : (κ → ℝ) → ℝ) (r : κ → ℝ) : κ → ℝ := fun k => partialD k f r

/-- The Laplacian, the sum of the second derivatives along all coordinates. -/
def lap (f : (κ → ℝ) → ℝ) (r : κ → ℝ) : ℝ := ∑ k, partialD k (partialD k f) r

/-- The matrix of second derivatives; entry `i j` differentiates along `i`, then along `j`. -/
def hess (f : (κ → ℝ) → ℝ) (r : κ → ℝ) : Matrix κ κ ℝ :=
  fun i j => partialD j (partialD i f) r

/-- The Jacobian of the quasi-coordinates `x` with respect to the particle coordinates. -/
def jac (x : (κ → ℝ) → ι → ℝ) (r : κ → ℝ) : Matrix ι κ ℝ :=
  fun i k => partialD k (fun s => x s i) r

/-- The local kinetic energy `-ΔΨ / (2Ψ)` in units with `ħ = m = 1`, for `Ψ r ≠ 0`. -/
def localKinetic (Ψ : (κ → ℝ) → ℝ) (r : κ → ℝ) : ℝ := -(1 / 2) * (lap Ψ r / Ψ r)

/-- The partial derivatives of a twice continuously differentiable function are
differentiable. -/
theorem differentiableAt_partialD {f : (κ → ℝ) → ℝ} {r : κ → ℝ}
    (hf : ContDiffAt ℝ 2 f r) (k : κ) : DifferentiableAt ℝ (partialD k f) r := by
  have h : ContDiffAt ℝ 1 (fderiv ℝ f) r := hf.fderiv_right (m := 1) (by norm_num)
  exact (h.differentiableAt (by norm_num)).clm_apply (differentiableAt_const _)

/-- The product rule for partial derivatives. -/
theorem partialD_mul {f g : (κ → ℝ) → ℝ} {r : κ → ℝ} (hf : DifferentiableAt ℝ f r)
    (hg : DifferentiableAt ℝ g r) (k : κ) :
    partialD k (fun s => f s * g s) r = f r * partialD k g r + g r * partialD k f r := by
  unfold partialD
  rw [fderiv_fun_mul hf hg]
  simp

/-- The partial derivative of an exponential `exp U`. -/
theorem partialD_exp {U : (κ → ℝ) → ℝ} {r : κ → ℝ} (hU : DifferentiableAt ℝ U r) (k : κ) :
    partialD k (fun s => Real.exp (U s)) r = Real.exp (U r) * partialD k U r := by
  unfold partialD
  rw [hU.hasFDerivAt.exp.fderiv]
  simp

/-- The chain rule for a function of quasi-coordinates. -/
theorem partialD_comp {D : (ι → ℝ) → ℝ} {x : (κ → ℝ) → ι → ℝ} {r : κ → ℝ}
    (hD : DifferentiableAt ℝ D (x r)) (hx : DifferentiableAt ℝ x r) (k : κ) :
    partialD k (fun s => D (x s)) r
      = ∑ i, partialD i D (x r) * partialD k (fun s => x s i) r := by
  have h1 : fderiv ℝ (fun s => D (x s)) r = (fderiv ℝ D (x r)).comp (fderiv ℝ x r) :=
    (hD.hasFDerivAt.comp r hx.hasFDerivAt).fderiv
  have h2 : ∀ i, fderiv ℝ (fun s => x s i) r (Pi.single k 1)
      = fderiv ℝ x r (Pi.single k 1) i := fun i => by
    rw [(hasFDerivAt_pi'.1 hx.hasFDerivAt i).fderiv]
    rfl
  unfold partialD
  rw [h1, ContinuousLinearMap.comp_apply]
  simp only [h2]
  -- expand the displacement of the quasi-coordinates in unit vectors
  generalize fderiv ℝ x r (Pi.single k 1) = v
  have hv : v = ∑ i, v i • (Pi.single i (1 : ℝ) : ι → ℝ) := by
    ext j
    simp [Finset.sum_apply, Pi.single_apply]
  conv_lhs => rw [hv]
  rw [map_sum]
  refine Finset.sum_congr rfl fun i _ => ?_
  rw [map_smul, smul_eq_mul, mul_comm]

/-- The gradient of a backflow function is `Jᵀ ∇D`. -/
theorem grad_comp {D : (ι → ℝ) → ℝ} {x : (κ → ℝ) → ι → ℝ} {r : κ → ℝ}
    (hD : DifferentiableAt ℝ D (x r)) (hx : DifferentiableAt ℝ x r) :
    grad (fun s => D (x s)) r = (jac x r)ᵀ *ᵥ grad D (x r) := by
  ext k
  simp only [grad, partialD_comp hD hx, mulVec, dotProduct, transpose_apply, jac]
  exact Finset.sum_congr rfl fun i _ => mul_comm _ _

/-- The backflow kinetic-energy formula: the Laplacian of `D (x r)` is the Hessian of `D`
contracted with `J Jᵀ`, plus the gradient of `D` contracted with the Laplacians of `x`. -/
theorem lap_comp {D : (ι → ℝ) → ℝ} {x : (κ → ℝ) → ι → ℝ} {r : κ → ℝ}
    (hD : ContDiffAt ℝ 2 D (x r)) (hx : ContDiffAt ℝ 2 x r) :
    lap (fun s => D (x s)) r
      = ∑ i, ∑ j, hess D (x r) i j * (jac x r * (jac x r)ᵀ) i j
        + ∑ i, grad D (x r) i * lap (fun s => x s i) r := by
  have hx1 : DifferentiableAt ℝ x r := hx.differentiableAt (by norm_num)
  have hP := fun i k => differentiableAt_partialD (contDiffAt_pi.1 hx i) k
  have hDx : ∀ i, DifferentiableAt ℝ (fun s => partialD i D (x s)) r := fun i =>
    (differentiableAt_partialD hD i).comp r hx1
  have hk : ∀ k, partialD k (partialD k (fun s => D (x s))) r
      = ∑ i, (partialD i D (x r) * partialD k (partialD k (fun s => x s i)) r
        + partialD k (fun s => x s i) r
          * ∑ j, partialD j (partialD i D) (x r) * partialD k (fun s => x s j) r) := by
    intro k
    -- the first-order chain rule holds in a whole neighbourhood of `r`
    have ev : partialD k (fun s => D (x s)) =ᶠ[𝓝 r]
        fun s => ∑ i, partialD i D (x s) * partialD k (fun t => x t i) s := by
      filter_upwards [hx.continuousAt.tendsto.eventually (hD.eventually (by simp)),
        hx.eventually (by simp)] with s h1 h2
      exact partialD_comp (h1.differentiableAt (by norm_num))
        (h2.differentiableAt (by norm_num)) k
    conv_lhs => unfold partialD
    change fderiv ℝ (partialD k (fun s => D (x s))) r (Pi.single k 1) = _
    rw [ev.fderiv_eq, fderiv_fun_sum fun i _ => (hDx i).fun_mul (hP i k),
      _root_.sum_apply]
    refine Finset.sum_congr rfl fun i _ => ?_
    rw [← partialD_comp (differentiableAt_partialD hD i) hx1 k]
    exact partialD_mul (hDx i) (hP i k) k
  simp only [lap, hk, hess, grad, jac, mul_apply, transpose_apply,
    Finset.sum_add_distrib, Finset.mul_sum]
  -- reorder the finite sums
  rw [add_comm]
  congr 1
  · rw [Finset.sum_comm]
    refine Finset.sum_congr rfl fun i _ => ?_
    rw [Finset.sum_comm]
    exact Finset.sum_congr rfl fun j _ => Finset.sum_congr rfl fun k _ => by ring
  · exact Finset.sum_comm

/-- The Laplacian of a product of two functions. -/
theorem lap_mul {f g : (κ → ℝ) → ℝ} {r : κ → ℝ}
    (hf : ContDiffAt ℝ 2 f r) (hg : ContDiffAt ℝ 2 g r) :
    lap (fun s => f s * g s) r
      = f r * lap g r + 2 * (grad f r ⬝ᵥ grad g r) + g r * lap f r := by
  have hf1 : DifferentiableAt ℝ f r := hf.differentiableAt (by norm_num)
  have hg1 : DifferentiableAt ℝ g r := hg.differentiableAt (by norm_num)
  simp only [lap, grad, dotProduct, Finset.mul_sum, ← Finset.sum_add_distrib]
  refine Finset.sum_congr rfl fun k _ => ?_
  have ev : partialD k (fun s => f s * g s) =ᶠ[𝓝 r]
      fun s => f s * partialD k g s + g s * partialD k f s := by
    filter_upwards [hf.eventually (by simp), hg.eventually (by simp)] with s h1 h2
    exact partialD_mul (h1.differentiableAt (by norm_num)) (h2.differentiableAt (by norm_num)) k
  have hf2 := differentiableAt_partialD hf k
  have hg2 := differentiableAt_partialD hg k
  have e1 := partialD_mul hf1 hg2 k
  have e2 := partialD_mul hg1 hf2 k
  change fderiv ℝ (partialD k (fun s => f s * g s)) r (Pi.single k 1) = _
  rw [ev.fderiv_eq, fderiv_fun_add (hf1.fun_mul hg2) (hg1.fun_mul hf2),
    _root_.add_apply]
  unfold partialD at e1 e2 ⊢
  linarith

/-- The Laplacian of a Jastrow factor `exp U`. -/
theorem lap_exp {U : (κ → ℝ) → ℝ} {r : κ → ℝ} (hU : ContDiffAt ℝ 2 U r) :
    lap (fun s => Real.exp (U s)) r
      = Real.exp (U r) * (lap U r + grad U r ⬝ᵥ grad U r) := by
  have hU1 : DifferentiableAt ℝ U r := hU.differentiableAt (by norm_num)
  simp only [lap, grad, dotProduct, ← Finset.sum_add_distrib, Finset.mul_sum]
  refine Finset.sum_congr rfl fun k _ => ?_
  have ev : partialD k (fun s => Real.exp (U s)) =ᶠ[𝓝 r]
      fun s => Real.exp (U s) * partialD k U s := by
    filter_upwards [hU.eventually (by simp)] with s h
    exact partialD_exp (h.differentiableAt (by norm_num)) k
  change fderiv ℝ (partialD k (fun s => Real.exp (U s))) r (Pi.single k 1) = _
  rw [ev.fderiv_eq]
  refine (partialD_mul hU1.exp (differentiableAt_partialD hU k) k).trans ?_
  rw [partialD_exp hU1]
  ring

/-- The local kinetic energy of a Jastrow-backflow function `exp (U r) * D (x r)` at a
configuration where `D (x r)` is nonzero. -/
theorem localKinetic_jastrow_backflow {U : (κ → ℝ) → ℝ} {D : (ι → ℝ) → ℝ}
    {x : (κ → ℝ) → ι → ℝ} {r : κ → ℝ} (hU : ContDiffAt ℝ 2 U r)
    (hD : ContDiffAt ℝ 2 D (x r)) (hx : ContDiffAt ℝ 2 x r) (h0 : D (x r) ≠ 0) :
    localKinetic (fun s => Real.exp (U s) * D (x s)) r
      = -(1 / 2) * (lap U r + grad U r ⬝ᵥ grad U r
        + (2 * (grad U r ⬝ᵥ ((jac x r)ᵀ *ᵥ grad D (x r)))
          + (∑ i, ∑ j, hess D (x r) i j * (jac x r * (jac x r)ᵀ) i j
            + ∑ i, grad D (x r) i * lap (fun s => x s i) r)) / D (x r)) := by
  have hg : grad (fun s => Real.exp (U s)) r = Real.exp (U r) • grad U r :=
    funext fun k => partialD_exp (hU.differentiableAt (by norm_num)) k
  have hΦ : ContDiffAt ℝ 2 (fun s => D (x s)) r := hD.comp r hx
  have he := Real.exp_ne_zero (U r)
  rw [← lap_comp hD hx, ← grad_comp (hD.differentiableAt (by norm_num))
    (hx.differentiableAt (by norm_num))]
  simp only [localKinetic]
  rw [lap_mul hU.exp hΦ, lap_exp hU, hg, smul_dotProduct, smul_eq_mul]
  field_simp
  ring

/-- At `r` the quasi-coordinates leave the Laplacian of every twice continuously
differentiable `D` unchanged exactly when `J Jᵀ = 1` and each `x i` has zero Laplacian. -/
theorem lap_comp_eq_lap_iff {x : (κ → ℝ) → ι → ℝ} {r : κ → ℝ} (hx : ContDiffAt ℝ 2 x r) :
    (∀ D : (ι → ℝ) → ℝ, ContDiff ℝ 2 D → lap (fun s => D (x s)) r = lap D (x r))
      ↔ jac x r * (jac x r)ᵀ = 1 ∧ ∀ i, lap (fun s => x s i) r = 0 := by
  constructor
  · intro h
    have hp : ∀ (i k : ι) (q : ι → ℝ),
        partialD k (fun q : ι → ℝ => q i) q = (Pi.single k (1 : ℝ) : ι → ℝ) i := by
      intro i k q
      unfold partialD
      rw [(hasFDerivAt_apply i q).fderiv]
      rfl
    have hl : ∀ (i : ι) (q : ι → ℝ), lap (fun q : ι → ℝ => q i) q = 0 := by
      intro i q
      refine Finset.sum_eq_zero fun k _ => ?_
      rw [funext (hp i k)]
      simp [partialD]
    -- test on single coordinates
    have h0 : ∀ i, lap (fun s => x s i) r = 0 := fun i =>
      (h (fun q => q i) (by fun_prop)).trans (hl i _)
    refine ⟨?_, h0⟩
    -- test on products of two coordinates
    ext i j
    have hc : ∀ i : ι, ContDiffAt ℝ 2 (fun q : ι → ℝ => q i) (x r) := fun i => by fun_prop
    have e := h (fun q => q i * q j) (by fun_prop)
    rw [lap_mul (contDiffAt_pi.1 hx i) (contDiffAt_pi.1 hx j), lap_mul (hc i) (hc j),
      h0, h0, hl, hl] at e
    have hd : grad (fun q : ι → ℝ => q i) (x r) ⬝ᵥ grad (fun q : ι → ℝ => q j) (x r)
        = (1 : Matrix ι ι ℝ) i j := by
      rcases eq_or_ne i j with rfl | hij
      · simp [dotProduct, grad, hp, Pi.single_apply]
      · simp [dotProduct, grad, hp, Pi.single_apply, hij]
    have hJ : (jac x r * (jac x r)ᵀ) i j
        = grad (fun s => x s i) r ⬝ᵥ grad (fun s => x s j) r := rfl
    rw [hJ]
    linarith
  · rintro ⟨hJ, h0⟩ D hD
    rw [lap_comp hD.contDiffAt hx, hJ]
    simp only [h0, mul_zero, Finset.sum_const_zero, add_zero]
    simp [one_apply, hess, lap]

end

end BackflowKineticEnergy
```

```lean
#print axioms BackflowKineticEnergy.localKinetic_jastrow_backflow
#print axioms BackflowKineticEnergy.lap_comp_eq_lap_iff
```

```
'BackflowKineticEnergy.localKinetic_jastrow_backflow' depends on axioms: [propext, Classical.choice, Quot.sound]
'BackflowKineticEnergy.lap_comp_eq_lap_iff' depends on axioms: [propext, Classical.choice, Quot.sound]
```

## Coordinates, smoothness and nodes in the Lean statements

The finite type `κ` labels the particle coordinates and `ι` the quasi-coordinates. For electrons in three dimensions, an element of `κ` stands for one Cartesian component of one electron. The two types may have different sizes, so $N=M$ isn't required.

| Lean | Meaning |
|---|---|
| `partialD k f r` | $\partial_kf(r)$, the Fréchet derivative applied to the unit vector along $k$ |
| `grad f r` | the vector of first partial derivatives |
| `lap f r` | $\sum_k\partial_k^2f(r)$ |
| `hess f r i j` | $\partial_j\partial_if(r)$ |
| `jac x r i k` | $\partial_kx_i(r)$ |
| `localKinetic Ψ r` | $-\Delta\Psi/(2\Psi)$ at $r$ |

`grad_comp` is the gradient formula and needs only differentiability of $D$ at $x(r)$ and of $x$ at $r$. `lap_comp` is the Laplacian formula. Its hypotheses `ContDiffAt ℝ 2 D (x r)` and `ContDiffAt ℝ 2 x r` concern only the neighbourhoods of the points involved. Cusps or singularities elsewhere, such as those at particle coalescences, are therefore allowed.

`localKinetic_jastrow_backflow` also assumes `D (x r) ≠ 0`. The exponential never vanishes, so this says that the configuration is not on a node of $\Psi$, where the local kinetic energy would require division by zero. The definition uses units with $\hbar=m=1$, which gives all particles the same mass.

In `lap_comp_eq_lap_iff`, the configuration $r$ is fixed while $D$ ranges over all functions that are twice continuously differentiable everywhere. The equivalence therefore concerns the Laplacian at that one configuration. It doesn't say that a particular $D$ has an unchanged Laplacian only under these conditions.

All functions are real-valued. $D$ is a general function: neither its determinant structure nor its antisymmetry enters, and no particular backflow displacement is chosen. The theorems give derivatives at a point and contain no statement about expectation values or sampling. In variational Monte Carlo, they supply the kinetic part of the local energy for a real Jastrow-backflow function at a smooth configuration away from nodes.

## From the local chain rule to the kinetic energy

`partialD_comp` is the first-order chain rule. Mathlib gives the derivative of $D\circ x$ as a composition of linear maps. Applied to the unit vector along $k$, the inner map yields the displacement `v` of the quasi-coordinates. The proof writes `v` as a sum of unit vectors and uses linearity, which produces the sum over $i$. `grad_comp` then rewrites that sum as a matrix-vector product.

`lap_comp` follows the second differentiation above:

- The statement `ev` says that the first-order chain rule holds throughout a neighbourhood of $r$. The `filter_upwards` step obtains this from the smoothness of $x$ near $r$, the smoothness of $D$ near $x(r)$, and the continuity of $x$.
- `ev.fderiv_eq` allows both sides to be differentiated at $r$. `differentiableAt_partialD` supplies the differentiability of the first derivatives.
- `partialD_mul` gives the product rule, and `partialD_comp`, now applied to `partialD i D`, gives the inner sum over $j$. The result is the intermediate formula `hk`.
- Exchanging finite sums with `Finset.sum_comm` collects the sum over $k$ into $JJ^{\mathsf T}$ and $\Delta x_i$. The order of differentiation already matches `hess`, so symmetry of the Hessian isn't used.

`lap_mul` and `lap_exp` have the same structure: a first-derivative formula near $r$ is differentiated once more, with `partialD_exp` supplying the derivative of the exponential. In `localKinetic_jastrow_backflow`, the long backflow expressions are first folded back into the Laplacian and gradient of $D\circ x$. The product and exponential formulas are then inserted, and `field_simp` followed by `ring` carries out the division by $\Psi$.

For the equivalence, `hp` and `hl` compute the first derivatives and the Laplacian of a coordinate function. Testing on single coordinates gives `h0`, the vanishing of every $\Delta x_i$. Testing on products and applying `lap_mul` to both sides leaves $2(JJ^{\mathsf T})_{ij}=2\delta_{ij}$; `hd` evaluates the Kronecker delta and `linarith` removes the factor of two. The reverse direction substitutes the two conditions into `lap_comp`.
